# In a nonretarded plasmon model, an atom's dispersion energy above a metallic sheet falls off as \(z^{-7/2}\)

An adsorption curve computed up to some largest height \(z\) can be continued to larger heights by a power law, and the continuation needs an exponent. If the dispersion energy is a sum of \(r^{-6}\) pair terms with fixed coefficients, an infinite sheet gives \(z^{-4}\). For a sheet with a gapless two-dimensional plasmon, modelled as below, the exponent of the large-height tail is \(7/2\), and its coefficient is known too.

## The tail and its error bound

The sheet has a plasmon of frequency \(\omega(q)=\sqrt{kq}\) at wave number \(q\). The constant \(k>0\) stands for the strength of the sheet's metallic response and grows with the ratio of carrier density to carrier mass. The atom is a single oscillator of frequency \(w>0\). The coupling strength \(a>0\) carries the atom's static polarizability and the unit factors. The attraction at height \(z>0\), meaning the magnitude of the interaction energy, is

\[
I(z)=\int_0^\infty q^2e^{-2qz}\,\frac{a\,w\,\omega(q)}{w+\omega(q)}\,dq .
\]

With

\[
C=\frac{15a\sqrt{\pi k}}{64\sqrt2},
\]

the attraction satisfies, at every \(z>0\),

\[
0\le \frac{C}{z^{7/2}}-I(z)\le \frac{3ak}{8w}\,\frac1{z^4}.
\]

It follows that \(z^{7/2}I(z)\to C\) and \(z^4I(z)\to\infty\) as \(z\to\infty\). The second limit says in what sense the attraction outlasts a \(z^{-4}\) law: whatever coefficient \(D>0\) is chosen, the ratio of \(I(z)\) to \(D/z^4\) grows without bound.

## Extrapolating a curve and replacing a quadrature

The result bears on pairwise dispersion corrections in electronic-structure codes: within this single-oscillator, nonretarded model, no rescaling of fixed \(r^{-6}\) coefficients reproduces the tail above an infinite metallic sheet, because rescaling changes the prefactor and leaves the exponent at 4.

The two-sided bound also tells a code when the closed form may replace a numerical integration over \(q\). Dividing the error bound by \(C/z^{7/2}\) gives

\[
0\le 1-\frac{I(z)}{C\,z^{-7/2}}\le \frac85\sqrt{\frac2\pi}\;\frac{\sqrt{k/z}}{w}.
\]

The last factor is the plasmon frequency at \(q=1/z\) divided by the atomic frequency. A relative error of at most \(\varepsilon\) is therefore guaranteed once

\[
z\ge \frac{128}{25\pi}\,\frac{k}{w^2\varepsilon^2}.
\]

For one per cent this is about \(1.6\times10^4\,k/w^2\). The guaranteed error shrinks only as \(z^{-1/2}\), so a code that needs the attraction at moderate heights should keep the integral.

## From the London factor to the tail

Write \(s\ge0\) for a mode frequency. The London factor \(ws/(w+s)\) differs from \(s\) by

\[
s-\frac{ws}{w+s}=\frac{s^2}{w+s},
\qquad
0\le\frac{s^2}{w+s}\le\frac{s^2}{w}.
\]

Hence

\[
s-\frac{s^2}{w}\le\frac{ws}{w+s}\le s .
\]

Now put \(s=\sqrt{kq}\) and multiply by the nonnegative weight \(a\,q^2e^{-2qz}\). The integrand of \(I(z)\) then lies between

\[
a\sqrt k\,q^{5/2}e^{-2qz}-\frac{ak}{w}\,q^3e^{-2qz}
\quad\text{and}\quad
a\sqrt k\,q^{5/2}e^{-2qz}.
\]

For \(p>-1\), the substitution \(t=2qz\) gives the moments

\[
\int_0^\infty q^pe^{-2qz}\,dq=\frac1{(2z)^{p+1}}\int_0^\infty t^pe^{-t}\,dt=\frac{\Gamma(p+1)}{(2z)^{p+1}} .
\]

Two of them are needed. For \(p=5/2\),

\[
\Gamma(7/2)=\tfrac52\cdot\tfrac32\cdot\tfrac12\sqrt\pi=\tfrac{15}{8}\sqrt\pi,
\qquad (2z)^{7/2}=8\sqrt2\,z^{7/2},
\]

so the upper bound integrates to

\[
a\sqrt k\,\frac{15\sqrt\pi}{64\sqrt2}\,\frac1{z^{7/2}}=\frac{C}{z^{7/2}} .
\]

For \(p=3\), \(\Gamma(4)=6\) and \((2z)^4=16z^4\), so the subtracted term integrates to

\[
\frac{ak}{w}\,\frac{6}{16z^4}=\frac{3ak}{8w}\,\frac1{z^4}.
\]

Together these give the two-sided estimate. Multiplying it by \(z^{7/2}\) and rearranging yields

\[
C-\frac{3ak}{8w}\,\frac1{\sqrt z}\le z^{7/2}I(z)\le C,
\]

and both sides tend to \(C\). Finally, \(z^4I(z)=\sqrt z\,\bigl(z^{7/2}I(z)\bigr)\) is the product of a factor that diverges and a factor with the positive limit \(C\), so it diverges.

## The same steps as Lean lemmas

`londonFactor_bounds` proves the two inequalities for the London factor by clearing the positive denominator \(w+s\). `evanescent_moment` obtains the moments from Mathlib's Gamma integral, and `evanescent_integrable` shows that the weighted powers are integrable.

`sheetAttraction_bounds` carries the main estimate. Inside it, `eU` and `eV` rewrite the powers \(q^{5/2}\) and \(q^3\) in terms of the plasmon frequency, and `up` and `low` are the pointwise bounds on the integrand. The step `iF` shows that the integrand of \(I(z)\) is itself integrable, because it is nonnegative and dominated by the upper bound. Then `setIntegral_mono_on` integrates both comparisons, while `vU` and `vV` evaluate the two constants.

`sheetAttraction_tail` is the squeeze argument. It uses `pow_four_split`, which is the identity \(z^4=z^{7/2}\sqrt z\). The same identity turns the tail into the divergence in `sheetAttraction_outlasts_inverse_fourth`, where `atTop_mul_pos` multiplies the diverging \(\sqrt z\) by a factor with a positive limit.

```lean
import Mathlib

open Real Set Filter MeasureTheory Topology

namespace AtomAboveMetallicSheet

noncomputable section

/-- Frequency of the plasmon of wave number `q ≥ 0` in a two-dimensional metal, with `k ≥ 0`. -/
def sheetPlasmon (k q : ℝ) : ℝ := √(k * q)

/-- The London combination `w s / (w + s)` of two oscillator frequencies, for `w + s ≠ 0`. -/
def londonFactor (w s : ℝ) : ℝ := w * s / (w + s)

/-- Magnitude of the attraction between a sheet and an atom of frequency `w` at height `z > 0`,
summed over the plasmons of the sheet; `a` is the coupling strength. -/
def sheetAttraction (a w k z : ℝ) : ℝ :=
  ∫ q in Ioi (0 : ℝ), q ^ 2 * exp (-2 * q * z) * (a * londonFactor w (sheetPlasmon k q))


/-- The coefficient of the `z ^ (-7/2)` tail. -/
def tailCoefficient (a k : ℝ) : ℝ := 15 * a * √(π * k) / (64 * √2)

/-- For an atomic frequency `w > 0` and a mode frequency `s ≥ 0`, the London factor is at most
`s` and falls short of it by at most `s ^ 2 / w`. -/
theorem londonFactor_bounds {w s : ℝ} (hw : 0 < w) (hs : 0 ≤ s) :
    s - s ^ 2 / w ≤ londonFactor w s ∧ londonFactor w s ≤ s := by
  have hws : 0 < w + s := by linarith
  unfold londonFactor
  constructor
  · rw [le_div_iff₀ hws]
    have h : (s - s ^ 2 / w) * (w + s) = w * s - s ^ 3 / w := by
      field_simp
      ring
    have h3 : 0 ≤ s ^ 3 / w := by positivity
    linarith
  · rw [div_le_iff₀ hws]
    nlinarith [sq_nonneg s]

/-- At height `z > 0`, the moment of order `p > -1` of the evanescent weight `exp (-2 q z)`
is a Gamma function over a power of `2 z`. -/
theorem evanescent_moment {p z : ℝ} (hp : -1 < p) (hz : 0 < z) :
    ∫ q in Ioi (0 : ℝ), q ^ p * exp (-2 * q * z) = Gamma (p + 1) / (2 * z) ^ (p + 1) := by
  have h := Real.integral_rpow_mul_exp_neg_mul_Ioi (a := p + 1) (r := 2 * z)
    (by linarith) (by positivity)
  rw [add_sub_cancel_right, one_div, Real.inv_rpow (by positivity)] at h
  have e : ∀ q : ℝ, -2 * q * z = -(2 * z * q) := fun q => by ring
  simp only [e]
  rw [h, div_eq_inv_mul]

/-- At height `z > 0`, the evanescent weight times `q ^ p` is integrable for `p > -1`. -/
theorem evanescent_integrable {p z : ℝ} (hp : -1 < p) (hz : 0 < z) :
    IntegrableOn (fun q : ℝ => q ^ p * exp (-2 * q * z)) (Ioi 0) := by
  have h := integrableOn_rpow_mul_exp_neg_mul_rpow (p := 1) (s := p) (b := 2 * z)
    hp (by norm_num) (by positivity)
  have e : ∀ q : ℝ, -2 * q * z = -(2 * z) * q := fun q => by ring
  simp only [Real.rpow_one] at h
  simpa only [e] using h

/-- For positive `a`, `w`, `k` and at every height `z > 0`, the attraction lies below its
`z ^ (-7/2)` tail by at most `3 a k / (8 w z ^ 4)`. -/
theorem sheetAttraction_bounds {a w k z : ℝ} (ha : 0 < a) (hw : 0 < w) (hk : 0 < k)
    (hz : 0 < z) :
    0 ≤ tailCoefficient a k / z ^ (7 / 2 : ℝ) - sheetAttraction a w k z ∧
    tailCoefficient a k / z ^ (7 / 2 : ℝ) - sheetAttraction a w k z
      ≤ 3 * a * k / (8 * w) / z ^ 4 := by
  have iU := (evanescent_integrable (p := 5 / 2) (by norm_num) hz).const_mul (a * √k)
  have iV := (evanescent_integrable (p := 3) (by norm_num) hz).const_mul (a * k / w)
  -- the two comparison integrands, written with the plasmon frequency
  have eU : ∀ q ∈ Ioi (0 : ℝ), a * √k * (q ^ (5 / 2 : ℝ) * exp (-2 * q * z))
      = q ^ 2 * exp (-2 * q * z) * (a * sheetPlasmon k q) := by
    intro q hq
    have h : q ^ (5 / 2 : ℝ) = q ^ 2 * √q := by
      rw [Real.sqrt_eq_rpow, ← Real.rpow_natCast q 2, ← Real.rpow_add hq]
      norm_num
    rw [h, sheetPlasmon, Real.sqrt_mul hk.le]
    ring
  have eV : ∀ q ∈ Ioi (0 : ℝ), a * k / w * (q ^ (3 : ℝ) * exp (-2 * q * z))
      = q ^ 2 * exp (-2 * q * z) * (a * (sheetPlasmon k q ^ 2 / w)) := by
    intro q hq
    have h : q ^ (3 : ℝ) = q ^ 3 := by
      rw [← Real.rpow_natCast q 3]
      norm_num
    rw [h, sheetPlasmon, Real.sq_sqrt (mul_pos hk hq).le]
    ring
  have up : ∀ q ∈ Ioi (0 : ℝ),
      q ^ 2 * exp (-2 * q * z) * (a * londonFactor w (sheetPlasmon k q))
        ≤ a * √k * (q ^ (5 / 2 : ℝ) * exp (-2 * q * z)) := by
    intro q hq
    rw [eU q hq]
    have h := (londonFactor_bounds hw (Real.sqrt_nonneg (k * q))).2
    exact mul_le_mul_of_nonneg_left (mul_le_mul_of_nonneg_left h ha.le) (by positivity)
  have low : ∀ q ∈ Ioi (0 : ℝ),
      a * √k * (q ^ (5 / 2 : ℝ) * exp (-2 * q * z))
        - a * k / w * (q ^ (3 : ℝ) * exp (-2 * q * z))
        ≤ q ^ 2 * exp (-2 * q * z) * (a * londonFactor w (sheetPlasmon k q)) := by
    intro q hq
    rw [eU q hq, eV q hq, ← mul_sub, ← mul_sub]
    have h := (londonFactor_bounds hw (Real.sqrt_nonneg (k * q))).1
    exact mul_le_mul_of_nonneg_left (mul_le_mul_of_nonneg_left h ha.le) (by positivity)
  have iF : IntegrableOn (fun q : ℝ =>
      q ^ 2 * exp (-2 * q * z) * (a * londonFactor w (sheetPlasmon k q))) (Ioi 0) := by
    refine Integrable.mono' iU ?_ ?_
    · apply Measurable.aestronglyMeasurable
      unfold londonFactor sheetPlasmon
      fun_prop
    · filter_upwards [ae_restrict_mem measurableSet_Ioi] with q hq
      rw [Real.norm_of_nonneg]
      · exact up q hq
      · unfold londonFactor sheetPlasmon
        positivity
  -- integrate both comparisons and insert the moments
  have h1 := setIntegral_mono_on iF iU measurableSet_Ioi up
  have h2 := setIntegral_mono_on (iU.sub iV) iF measurableSet_Ioi low
  have hs := integral_sub iU iV
  have vU : a * √k * (Gamma (5 / 2 + 1) / (2 * z) ^ (5 / 2 + 1 : ℝ))
      = tailCoefficient a k / z ^ (7 / 2 : ℝ) := by
    have hG : Gamma (5 / 2 + 1) = 15 / 8 * √π := by
      rw [Real.Gamma_add_one (by norm_num), show (5 / 2 : ℝ) = 3 / 2 + 1 by norm_num,
        Real.Gamma_add_one (by norm_num), show (3 / 2 : ℝ) = 1 / 2 + 1 by norm_num,
        Real.Gamma_add_one (by norm_num), Real.Gamma_one_half_eq]
      ring
    have h2p : (2 : ℝ) ^ (7 / 2 : ℝ) = 8 * √2 := by
      rw [show (7 / 2 : ℝ) = (3 : ℕ) + 1 / 2 by norm_num, Real.rpow_add (by norm_num),
        Real.rpow_natCast, ← Real.sqrt_eq_rpow]
      norm_num
    rw [hG, show (5 / 2 + 1 : ℝ) = 7 / 2 by norm_num, Real.mul_rpow (by norm_num) hz.le,
      h2p, tailCoefficient, Real.sqrt_mul pi_pos.le]
    ring
  have vV : a * k / w * (Gamma (3 + 1) / (2 * z) ^ (3 + 1 : ℝ))
      = 3 * a * k / (8 * w) / z ^ 4 := by
    have hG : Gamma (3 + 1) = 6 := by
      rw [show (3 : ℝ) + 1 = ((3 : ℕ) : ℝ) + 1 by norm_num, Real.Gamma_nat_eq_factorial]
      norm_num [Nat.factorial]
    rw [hG, show (3 + 1 : ℝ) = ((4 : ℕ) : ℝ) by norm_num, Real.rpow_natCast]
    ring
  rw [integral_const_mul, evanescent_moment (by norm_num) hz, vU] at h1 hs
  rw [integral_const_mul, evanescent_moment (by norm_num) hz, vV] at hs
  change _ ≤ sheetAttraction a w k z at h2
  change sheetAttraction a w k z ≤ _ at h1
  have h3 := hs.symm.le.trans h2
  constructor <;> linarith

/-- A fourth power splits into the powers `7/2` and `1/2` at positive height. -/
private theorem pow_four_split {z : ℝ} (hz : 0 < z) : z ^ 4 = z ^ (7 / 2 : ℝ) * √z := by
  rw [Real.sqrt_eq_rpow, ← Real.rpow_add hz, ← Real.rpow_natCast z 4]
  norm_num

/-- For positive `a`, `w`, `k`, the attraction times `z ^ (7/2)` tends to
`15 a √(π k) / (64 √2)` as the atom recedes from the sheet. -/
theorem sheetAttraction_tail {a w k : ℝ} (ha : 0 < a) (hw : 0 < w) (hk : 0 < k) :
    Tendsto (fun z : ℝ => z ^ (7 / 2 : ℝ) * sheetAttraction a w k z) atTop
      (𝓝 (15 * a * √(π * k) / (64 * √2))) := by
  change Tendsto _ _ (𝓝 (tailCoefficient a k))
  have hsq : Tendsto (fun z : ℝ => √z) atTop atTop := by
    simpa only [Real.sqrt_eq_rpow] using tendsto_rpow_atTop (by norm_num : (0 : ℝ) < 1 / 2)
  have hlow : Tendsto (fun z : ℝ => tailCoefficient a k - 3 * a * k / (8 * w) / √z) atTop
      (𝓝 (tailCoefficient a k)) := by
    simpa only [sub_zero] using
      (tendsto_const_nhds (x := tailCoefficient a k)).sub
        (hsq.const_div_atTop (3 * a * k / (8 * w)))
  refine tendsto_of_tendsto_of_tendsto_of_le_of_le' hlow tendsto_const_nhds ?_ ?_
  · filter_upwards [eventually_gt_atTop 0] with z hz
    have h := (sheetAttraction_bounds ha hw hk hz).2
    have hZ : 0 < z ^ (7 / 2 : ℝ) := Real.rpow_pos_of_pos hz _
    rw [pow_four_split hz, ← div_div, div_right_comm, ← sub_nonneg] at h
    have h' := mul_nonneg hZ.le h
    rw [mul_sub, mul_sub, mul_div_cancel₀ _ hZ.ne', mul_div_cancel₀ _ hZ.ne'] at h'
    linarith
  · filter_upwards [eventually_gt_atTop 0] with z hz
    have h := (sheetAttraction_bounds ha hw hk hz).1
    have hZ : 0 < z ^ (7 / 2 : ℝ) := Real.rpow_pos_of_pos hz _
    have h' := (le_div_iff₀ hZ).1 (sub_nonneg.1 h)
    linarith

/-- For positive `a`, `w`, `k`, the attraction times `z ^ 4` grows without bound as the atom
recedes from the sheet. -/
theorem sheetAttraction_outlasts_inverse_fourth {a w k : ℝ} (ha : 0 < a) (hw : 0 < w)
    (hk : 0 < k) :
    Tendsto (fun z : ℝ => z ^ 4 * sheetAttraction a w k z) atTop atTop := by
  have hsq : Tendsto (fun z : ℝ => √z) atTop atTop := by
    simpa only [Real.sqrt_eq_rpow] using tendsto_rpow_atTop (by norm_num : (0 : ℝ) < 1 / 2)
  have h := hsq.atTop_mul_pos (by positivity) (sheetAttraction_tail ha hw hk)
  refine h.congr' ?_
  filter_upwards [eventually_gt_atTop 0] with z hz
  rw [pow_four_split hz]
  ring

end

end AtomAboveMetallicSheet
```

```lean
#print axioms AtomAboveMetallicSheet.sheetAttraction_outlasts_inverse_fourth
```

```
'AtomAboveMetallicSheet.sheetAttraction_outlasts_inverse_fourth' depends on axioms: [propext, Classical.choice, Quot.sound]
```

## What is guaranteed, and for which sheet

The definitions follow the formulas above. `sheetPlasmon k q` is \(\sqrt{kq}\), `londonFactor w s` is \(ws/(w+s)\), `sheetAttraction a w k z` is \(I(z)\), and `tailCoefficient a k` is \(C\). All quantities are real numbers without attached units, so a code must supply `a`, `w`, `k` and `z` in one consistent system. The attraction is counted as positive; the interaction energy is its negative.

Read in words, the three main theorems say the following for positive `a`, `w` and `k`:

- `sheetAttraction_bounds`: at every positive height, the attraction lies at or below \(C/z^{7/2}\), by no more than \(3ak/(8wz^4)\).
- `sheetAttraction_tail`: as the height tends to infinity, \(z^{7/2}\) times the attraction tends to \(15a\sqrt{\pi k}/(64\sqrt2)\). In Lean, `Tendsto` with `atTop` and `𝓝` expresses this limit.
- `sheetAttraction_outlasts_inverse_fourth`: in the same limit, \(z^4\) times the attraction exceeds every bound.

The first of these holds at each height separately, which is why it can serve as an error estimate in a program. It concerns the exact integral; quadrature and rounding errors come on top.

The physics enters through the definition of the integral, which is assumed and not derived from a Hamiltonian. Several idealisations are built into it:

- The sheet is infinite, flat and lossless, and its plasmon follows \(\sqrt{kq}\) at all wave numbers. The formula is not meant for a sheet with a gap, where the coupling to the atom at small \(q\) changes as well as the frequency.
- The atom has one excitation frequency, and the London factor describes the ground state, at zero temperature. At a nonzero temperature the tail can be used only while the plasmon energy at \(q=1/z\) is large compared with the thermal energy, which fails at large enough heights.
- The interaction is instantaneous. The limit \(z\to\infty\) is taken within this nonretarded model, whereas for a real atom the finite speed of light matters at large enough heights. The tail is meant for heights that are large compared with \(k/w^2\) but below those at which retardation or temperature matters.

## The pairwise law as a second integral

In the theorems the pairwise law appears only as the power \(z^4\). A different model would define the pairwise attraction itself, with a pair coefficient \(c>0\) per unit area of the sheet:

\[
P(z)=\int_0^\infty\frac{c}{(r^2+z^2)^3}\,2\pi r\,dr=\frac{\pi c}{2z^4}.
\]

The comparison would then read \(I(z)/P(z)\to\infty\). Since this ratio equals \(2z^4I(z)/(\pi c)\), the conclusion would be the same. The change would lie in what is established: the exponent 4 would follow from a stated sum over the sheet, at the cost of one more parameter and one more integral to evaluate, neither of which is in the Lean code above.
